# An independent set of k among n atoms forces at least 2k − n non-bonding Hückel orbitals

Count the non-bonding orbitals of tetramethyleneethane by the difference between its two sublattices, and the answer is zero. The molecule has two joined carbon centres, each bearing two further carbons. Its six carbon atoms split into two sets of three, with every bond running from one set to the other. Yet its Hückel matrix has two independent orbitals at the non-bonding energy. Whoever takes the sublattice difference for the full count expects a gap between the levels exactly where a degenerate pair lies.

A different count finds the pair. Take $k$ of the $n$ atoms, no two of them bonded to each other. In the Hückel model with equal carbon atoms there are then at least $2k-n$ independent non-bonding orbitals. The four outer carbons of tetramethyleneethane give $2\cdot 4-6=2$, and for this molecule the bound is attained.

## Orbitals as coefficient vectors

Let $V$ be the finite set of atoms in the π system, each contributing one p orbital, and $n$ their number. Hydrogen atoms are not counted. A π orbital is a list of real coefficients $c_i$, one for each atom $i$. The Hückel matrix $H$ carries the Coulomb integrals $H_{ii}$ on its diagonal and the resonance integrals $H_{ij}$ off it. Overlap between different atoms is neglected, so an orbital of energy $\alpha$ satisfies the secular equations

$$\sum_{j} H_{ij}c_j=\alpha c_i\qquad\text{for every atom } i.$$

```lean
import Mathlib

open Matrix

namespace HueckelIndependentSet

variable {V : Type*} [Fintype V]
```

In Lean an orbital is a function `V → ℝ`, and `H *ᵥ c` is the matrix applied to it. The zero vector is included, as it must be for the solutions to form a vector space; a physical orbital is a nonzero vector, normalised afterwards.

Now choose a set $S$ of $k$ atoms. The argument looks for orbitals that live on $S$ alone, which means $c_i=0$ for every $i\notin S$. Sums and multiples of such orbitals vanish on the same atoms, so they form a subspace.

```lean
/-- The orbitals whose coefficients vanish on every atom outside `S`. -/
def supportedOn (S : Finset V) : Submodule ℝ (V → ℝ) where
  carrier := {c | ∀ i, i ∉ S → c i = 0}
  zero_mem' := fun _ _ => rfl
  add_mem' := by
    intro a b ha hb i hi
    rw [Pi.add_apply, ha i hi, hb i hi, add_zero]
  smul_mem' := by
    intro r a ha i hi
    rw [Pi.smul_apply, ha i hi, smul_zero]
```

## Secular equations that hold by themselves

Two conditions are placed on $S$. All its atoms have the same Coulomb integral $\alpha$, the energy of an electron in the 2p orbital of one such atom within the molecular framework. And no two different atoms of $S$ are coupled: $H_{ij}=0$, as Hückel theory prescribes for atoms that are not neighbours.

Let $c$ vanish outside $S$ and let $i$ be an atom of $S$. In the sum $\sum_j H_{ij}c_j$, a term with $j\notin S$ is zero because $c_j=0$. A term with $j\in S$ and $j\neq i$ is zero because $H_{ij}=0$. Only $j=i$ remains:

$$\sum_j H_{ij}c_j=H_{ii}c_i=\alpha c_i.$$

The secular equation at $i$ therefore holds whatever values $c$ takes on $S$.

```lean
/-- If the atoms of `S` share the Coulomb integral `α` and are not coupled to each other, an
orbital that vanishes outside `S` satisfies the secular equation of energy `α` at each atom
of `S`. -/
theorem secular_equation_on_set (H : Matrix V V ℝ) (α : ℝ) (S : Finset V)
    (hd : ∀ i ∈ S, H i i = α) (ho : ∀ i ∈ S, ∀ j ∈ S, i ≠ j → H i j = 0)
    {c : V → ℝ} (hc : c ∈ supportedOn S) {i : V} (hi : i ∈ S) :
    (H *ᵥ c) i = α * c i := by
  simp only [Matrix.mulVec, dotProduct]
  rw [Finset.sum_eq_single i, hd i hi]
  · intro j _ hj
    by_cases hjS : j ∈ S
    · rw [ho i hi j hjS hj.symm, zero_mul]
    · rw [hc j hjS, mul_zero]
  · intro h
    exact absurd (Finset.mem_univ i) h
```

The hypothesis `hd` states the common Coulomb integral, and `ho` the missing couplings. `Finset.sum_eq_single i` reduces the sum to its term at $i$, and the case split on `j ∈ S` is the distinction just made between the two kinds of vanishing term.

## Counting the conditions that remain

For an orbital to have energy $\alpha$ and to vanish outside $S$, it is enough to impose two groups of linear conditions:

- $c_i=0$ at each of the $n-k$ atoms outside $S$;
- the secular equation at each of those same $n-k$ atoms.

Collect them in one linear map,

$$\Phi(c)=\bigl(c_i,\ (Hc)_i-\alpha c_i\bigr)_{i\notin S},$$

which sends $\mathbb{R}^n$ into a space of dimension $2(n-k)$. Its rank is at most $2(n-k)$, so by rank and nullity

$$\dim\ker\Phi\ \ge\ n-2(n-k)=2k-n.$$

Every vector in this kernel satisfies the secular equations outside $S$ by construction and inside $S$ by the previous step.

```lean
/-- If `k` of the `n` atoms share the Coulomb integral `α` and are not coupled to each other, the
orbitals of energy `α` that vanish on all other atoms form a space of dimension at least
`2k - n`. The other Coulomb and resonance integrals are arbitrary real numbers. -/
theorem level_dimension_ge (H : Matrix V V ℝ) (α : ℝ) (S : Finset V)
    (hd : ∀ i ∈ S, H i i = α) (ho : ∀ i ∈ S, ∀ j ∈ S, i ≠ j → H i j = 0) :
    2 * (S.card : ℤ) - (Fintype.card V : ℤ) ≤
      (Module.finrank ℝ
        (Module.End.eigenspace H.mulVecLin α ⊓ supportedOn S : Submodule ℝ (V → ℝ)) : ℤ) := by
  classical
  -- The conditions: coefficients and secular equations at the atoms outside `S`.
  let res : (V → ℝ) →ₗ[ℝ] ({i // i ∉ S} → ℝ) :=
    LinearMap.funLeft ℝ ℝ (Subtype.val : {i // i ∉ S} → V)
  let Φ : (V → ℝ) →ₗ[ℝ] ({i // i ∉ S} → ℝ) × ({i // i ∉ S} → ℝ) :=
    res.prod (res ∘ₗ (H.mulVecLin - α • LinearMap.id))
  have hker : LinearMap.ker Φ ≤ Module.End.eigenspace H.mulVecLin α ⊓ supportedOn S := by
    intro x hx
    have hx0 : Φ x = 0 := hx
    have h1 : x ∈ supportedOn S := fun i hi =>
      congrFun (congrArg Prod.fst hx0) ⟨i, hi⟩
    have h2 : ∀ i, i ∉ S → (H *ᵥ x) i - α * x i = 0 := fun i hi =>
      congrFun (congrArg Prod.snd hx0) ⟨i, hi⟩
    refine ⟨Module.End.mem_eigenspace_iff.2 ?_, h1⟩
    funext i
    change (H *ᵥ x) i = α * x i
    by_cases hi : i ∈ S
    · exact secular_equation_on_set H α S hd ho h1 hi
    · exact sub_eq_zero.1 (h2 i hi)
  -- Count dimensions by rank and nullity.
  have hrn := LinearMap.finrank_range_add_finrank_ker Φ
  have hr := Submodule.finrank_le (LinearMap.range Φ)
  have hm := Submodule.finrank_mono hker
  have hcard : Fintype.card {i // i ∉ S} = Fintype.card V - S.card := by
    rw [Fintype.card_of_subtype Sᶜ (fun x => Finset.mem_compl), Finset.card_compl]
  have hS := Finset.card_le_univ S
  rw [Module.finrank_prod, Module.finrank_fintype_fun_eq_card, hcard] at hr
  rw [Module.finrank_fintype_fun_eq_card] at hrn
  omega
```

The space being measured is `Module.End.eigenspace H.mulVecLin α ⊓ supportedOn S`: the solutions of the secular equations at energy $\alpha$, intersected with the orbitals that vanish outside $S$. Its dimension is `Module.finrank`. The inequality is between integers, so for $k<n/2$ the left side is negative and the statement says nothing of interest.

The matrix entries not mentioned in `hd` and `ho` are free. The atoms outside $S$ may be heteroatoms, and the bonds may have unequal resonance integrals. Symmetry of $H$ is not assumed either, although a physical Hückel matrix has it.

In the proof, `res` restricts a vector to the atoms outside $S$, and `Φ` pairs the restricted coefficients with the restricted secular equations. `hker` shows that the kernel of `Φ` lies in the wanted space. The lines after it supply the rank–nullity identity, the bound on the rank and the number of atoms outside $S$, and `omega` does the arithmetic.

## The adjacency matrix of a molecular graph

If all atoms have the same Coulomb integral $\alpha$ and all bonds the same resonance integral $\beta\neq0$, then $H=\alpha I+\beta A$. Here $I$ is the identity matrix, and $A$ is the adjacency matrix, with entry 1 for a bond and 0 otherwise. The equation $Hc=\alpha c$ becomes $Ac=0$, so the non-bonding orbitals are the kernel of $A$.

A set of vertices is independent if no two of them are joined by an edge. For such a set $S$ the matrix $A$ meets both conditions with 0 in the place of $\alpha$: its diagonal is zero, and so are its entries between different atoms of $S$. The count gives

$$\dim\ker A\ \ge\ 2k-n.$$

```lean
/-- If a finite simple graph on `n` vertices has an independent set of size `k`, the kernel of its
real adjacency matrix has dimension at least `2k - n`. -/
theorem nonbonding_dimension_ge (G : SimpleGraph V) [DecidableRel G.Adj] (S : Finset V)
    (hS : G.IsIndepSet (S : Set V)) :
    2 * (S.card : ℤ) - (Fintype.card V : ℤ) ≤
      (Module.finrank ℝ (LinearMap.ker (G.adjMatrix ℝ).mulVecLin) : ℤ) := by
  have h := level_dimension_ge (G.adjMatrix ℝ) 0 S
    (fun i _ => by simp [SimpleGraph.adjMatrix_apply])
    (fun i hi j hj hij => by
      have hn : ¬ G.Adj i j := hS (Finset.mem_coe.2 hi) (Finset.mem_coe.2 hj) hij
      simp [SimpleGraph.adjMatrix_apply, hn])
  have hle : Module.End.eigenspace (G.adjMatrix ℝ).mulVecLin 0 ⊓ supportedOn S ≤
      LinearMap.ker (G.adjMatrix ℝ).mulVecLin := by
    intro x hx
    have hx1 := Module.End.mem_eigenspace_iff.1 hx.1
    rw [zero_smul] at hx1
    exact LinearMap.mem_ker.2 hx1
  have hm := Submodule.finrank_mono hle
  omega
```

The graph `G` is a `SimpleGraph`, so no atom is joined to itself, and two bonded atoms are joined by one edge, whether the bond is drawn single or double; `G.IsIndepSet` is independence, and `G.adjMatrix ℝ` is $A$. The proof applies `level_dimension_ge` at energy 0. It then drops the requirement that the orbitals vanish outside $S$, which can only enlarge the space.

Among connected π systems with at least one bond, the smallest for which the bound is positive is the allyl chain of three atoms. Its two ends are independent, so $2\cdot2-3=1$, and the orbital is $(1,0,-1)/\sqrt2$, with the node on the middle atom. In the limit of no bonds at all, $S$ can be the whole set of atoms; then $2k-n=n$, and every orbital is non-bonding.

The theorem gives a lower bound only. In the square ring of cyclobutadiene the largest independent set has two atoms and the bound is 0, while two non-bonding orbitals exist.

## Tetramethyleneethane as a graph

Number the two centres 0 and 1. Centre 0 bears the leaves 2 and 3, and centre 1 bears the leaves 4 and 5. With the bond between the centres this makes five bonds.

```lean
/-- The five carbon-carbon bonds of tetramethyleneethane: the centres `0` and `1` are joined,
`0` bears the leaves `2` and `3`, and `1` bears the leaves `4` and `5`. -/
def bonds : Finset (Fin 6 × Fin 6) := {(0, 1), (0, 2), (0, 3), (1, 4), (1, 5)}
```

Each bond is listed once, in one direction. The graph joins two different atoms whenever their pair appears in the list in either order.

```lean
/-- The carbon skeleton of tetramethyleneethane as a graph on six atoms. -/
def tme : SimpleGraph (Fin 6) := SimpleGraph.fromRel (fun i j => (i, j) ∈ bonds)

instance : DecidableRel tme.Adj := fun i j =>
  inferInstanceAs (Decidable (i ≠ j ∧ ((i, j) ∈ bonds ∨ (j, i) ∈ bonds)))
```

Written out, the adjacency matrix has three entries 1 in the row of each centre and a single 1 in the row of each leaf.

```lean
/-- The adjacency matrix of tetramethyleneethane, written out. -/
theorem tme_adjMatrix : tme.adjMatrix ℝ =
    !![0, 1, 1, 1, 0, 0;
       1, 0, 0, 0, 1, 1;
       1, 0, 0, 0, 0, 0;
       1, 0, 0, 0, 0, 0;
       0, 1, 0, 0, 0, 0;
       0, 1, 0, 0, 0, 0] := by
  ext i j
  fin_cases i <;> fin_cases j <;>
    simp [SimpleGraph.adjMatrix_apply, tme, bonds, SimpleGraph.fromRel_adj]
```

The proof compares the two matrices entry by entry.

## Equal sublattices

The atoms $\{0,4,5\}$ form one sublattice and $\{1,2,3\}$ the other. The bond 0–1 crosses between them, and so do 0–2, 0–3, 1–4 and 1–5. Both sets have three atoms, so their difference is zero.

```lean
/-- Every bond of tetramethyleneethane joins the sublattice `{0, 4, 5}` to its complement, and
both sublattices have three atoms. -/
theorem tme_sublattices :
    (∀ i j, tme.Adj i j → (i ∈ ({0, 4, 5} : Finset (Fin 6)) ↔
      j ∉ ({0, 4, 5} : Finset (Fin 6)))) ∧
    ({0, 4, 5} : Finset (Fin 6)).card = 3 ∧ ({0, 4, 5} : Finset (Fin 6))ᶜ.card = 3 := by
  decide
```

The first part says that for bonded atoms `i` and `j`, the atom `i` is in `{0, 4, 5}` exactly when `j` is not. The other two parts give the sizes. All of it is a finite check, which `decide` carries out.

## Solving the secular equations

The equation $Ac=0$ reads, atom by atom,

$$
\begin{aligned}
\text{atom }0:&\quad c_1+c_2+c_3=0, &\qquad \text{atom }1:&\quad c_0+c_4+c_5=0,\\
\text{atoms }2,3:&\quad c_0=0, &\qquad \text{atoms }4,5:&\quad c_1=0.
\end{aligned}
$$

The leaf equations put a node on each centre. The centre equations then leave $c_3=-c_2$ and $c_5=-c_4$. Conversely, any coefficients of this form satisfy all six equations.

```lean
/-- An orbital of tetramethyleneethane lies in the kernel of the adjacency matrix exactly when it
vanishes on both centres and has opposite coefficients on the two leaves of each centre. -/
theorem tme_nonbonding_iff (c : Fin 6 → ℝ) :
    c ∈ LinearMap.ker (tme.adjMatrix ℝ).mulVecLin ↔
      c 0 = 0 ∧ c 1 = 0 ∧ c 3 = -c 2 ∧ c 5 = -c 4 := by
  rw [LinearMap.mem_ker, Matrix.mulVecLin_apply, tme_adjMatrix]
  constructor
  · intro h
    have h0 := congrFun h 0
    have h1 := congrFun h 1
    have h2 := congrFun h 2
    have h4 := congrFun h 4
    simp [Matrix.mulVec, dotProduct, Fin.sum_univ_six] at h0 h1 h2 h4
    refine ⟨?_, ?_, ?_, ?_⟩ <;> linarith
  · rintro ⟨a0, a1, a3, a5⟩
    funext i
    fin_cases i <;> simp [Matrix.mulVec, dotProduct, Fin.sum_univ_six, a0, a1, a3, a5]
```

In the forward direction the proof reads off the equations at atoms 0, 1, 2 and 4, which suffice, and `linarith` solves them. In the reverse direction it substitutes the four relations into each of the six equations.

A normalised pair of solutions puts one orbital on each pair of leaves:

$$\frac{1}{\sqrt2}(0,0,1,-1,0,0),\qquad \frac{1}{\sqrt2}(0,0,0,0,1,-1).$$

## Exactly two non-bonding orbitals

The leaves $\{2,3,4,5\}$ are independent, so the general bound gives $\dim\ker A\ge 2\cdot4-6=2$. For the other direction, $c_2$ and $c_4$ fix every remaining coefficient of a non-bonding orbital. The map $c\mapsto(c_2,c_4)$ from $\ker A$ to $\mathbb{R}^2$ is therefore injective, and $\dim\ker A\le2$.

```lean
/-- The kernel of the adjacency matrix of tetramethyleneethane has dimension exactly two. -/
theorem tme_nonbonding_dimension :
    Module.finrank ℝ (LinearMap.ker (tme.adjMatrix ℝ).mulVecLin) = 2 := by
  -- Lower bound: the four leaves are an independent set.
  have key : ∀ i ∈ ({2, 3, 4, 5} : Finset (Fin 6)), ∀ j ∈ ({2, 3, 4, 5} : Finset (Fin 6)),
      ¬ tme.Adj i j := by decide
  have hlow := nonbonding_dimension_ge tme {2, 3, 4, 5}
    (fun i hi j hj _ => key i (Finset.mem_coe.1 hi) j (Finset.mem_coe.1 hj))
  have hcard : ({2, 3, 4, 5} : Finset (Fin 6)).card = 4 := by decide
  rw [hcard, Fintype.card_fin] at hlow
  -- Upper bound: the coefficients on leaves `2` and `4` determine the orbital.
  let g : LinearMap.ker (tme.adjMatrix ℝ).mulVecLin →ₗ[ℝ] (Fin 2 → ℝ) :=
    (LinearMap.funLeft ℝ ℝ (![2, 4] : Fin 2 → Fin 6)).domRestrict _
  have hg : Function.Injective g := by
    intro x y h
    obtain ⟨a0, a1, a3, a5⟩ := (tme_nonbonding_iff x.1).1 x.2
    obtain ⟨b0, b1, b3, b5⟩ := (tme_nonbonding_iff y.1).1 y.2
    have e2 : x.1 2 = y.1 2 := congrFun h 0
    have e4 : x.1 4 = y.1 4 := congrFun h 1
    have e3 : x.1 3 = y.1 3 := by rw [a3, b3, e2]
    have e5 : x.1 5 = y.1 5 := by rw [a5, b5, e4]
    apply Subtype.ext
    funext i
    fin_cases i
    exacts [a0.trans b0.symm, a1.trans b1.symm, e2, e3, e4, e5]
  have hup := LinearMap.finrank_le_finrank_of_injective hg
  rw [Module.finrank_fintype_fun_eq_card, Fintype.card_fin] at hup
  omega

end HueckelIndependentSet
```

`key` checks the independence of the leaves, and `hlow` is the graph theorem applied to them. The map `g` reads off the coefficients on leaves 2 and 4. Its injectivity, `hg`, comes from `tme_nonbonding_iff` applied to two orbitals that agree on those leaves, and the two bounds together leave only the value 2.

In the neutral molecule, four of the six π electrons fill the two bonding orbitals, and two are left for the degenerate pair. For electronic-structure work this is a warning that a single closed-shell configuration may be a poor starting point. How the two electrons occupy the pair, and with what total spin, depends on electron repulsion and geometry, which this model leaves out.

```lean
#print axioms HueckelIndependentSet.secular_equation_on_set
-- 'HueckelIndependentSet.secular_equation_on_set' depends on axioms: [propext, Classical.choice, Quot.sound]
#print axioms HueckelIndependentSet.tme_sublattices
-- 'HueckelIndependentSet.tme_sublattices' depends on axioms: [propext, Classical.choice, Quot.sound]
#print axioms HueckelIndependentSet.tme_nonbonding_dimension
-- 'HueckelIndependentSet.tme_nonbonding_dimension' depends on axioms: [propext, Classical.choice, Quot.sound]
```
